# A finite sum of decaying Gaussians becomes negligible against the hydrogen exchange law at large distance

## Distance, Gaussian sum and exchange law

Let $R$ be the distance between two nuclei, as a real number in atomic units. Take a finite index set $s$ and, for each $i \in s$, a real coefficient $c_i$, a natural number $n_i$ and a real exponent $a_i > 0$. The Gaussian sum is

$$G(R) = \sum_{i \in s} c_i\, R^{n_i} e^{-a_i R^2}.$$

The parameters are fixed and do not change with $R$. The coefficients may have either sign, and $s$ may be empty, in which case $G = 0$.

For real numbers $p$ and $k$, the exchange law is

$$L_{p,k}(R) = R^p e^{-kR}.$$

It is positive for every $R > 0$. The hydrogen case is $p = 5/2$ and $k = 2$. All limits are taken as $R \to +\infty$.

## Two hydrogen atoms far apart

Two distant hydrogen atoms, each in its ground state, have a singlet and a triplet state that are almost degenerate. Their energy difference is the exchange splitting $J(R)$, which fixes the coupling constant when the pair is described by two interacting spins. Its leading behaviour at large $R$ is a constant amplitude $A \neq 0$ times $R^{5/2} e^{-2R}$.

The exponential reflects the decay $e^{-r}$ of the 1s orbital with the distance $r$ from its nucleus: two electrons must change places, and each contributes a factor $e^{-R}$. The power $5/2$ depends on the correlated motion of the electrons during the exchange. Both numbers are inputs here. No Schrödinger equation is solved, and the sign of $A$ is left open so that either convention for $J$ is allowed.

The result bears on the fitting of distance-dependent exchange couplings: a fit by finitely many Gaussian terms with fixed parameters and positive exponents loses all relative accuracy at large $R$ if the true coupling follows the exchange law with $k > 0$. The absolute error still tends to zero, because the fit and the coupling both vanish. It does not apply directly to a splitting computed in a Gaussian orbital basis, because such a splitting is an energy difference from a matrix problem and need not have the form of $G$.

## What the theorems state

The main statement is

$$\frac{G(R)}{R^{5/2} e^{-2R}} \longrightarrow 0 .$$

In Lean this is `gaussianTail_div_hydrogen`. The function `gaussianTail s c n a` is $G$, with `s : Finset ι` as the finite set of labels. The maps `c`, `n` and `a` supply $c_i$, $n_i$ and $a_i$, and the hypothesis `ha` says that $a_i > 0$ for each label in `s`. The expression `Tendsto … atTop (𝓝 0)` is convergence to zero as $R \to +\infty$. The power $5/2$ is a real power, while the powers $n_i$ are natural.

The general version, `gaussianTail_div_exchange`, has $L_{p,k}$ in the denominator for any real $p$ and $k$. Two consequences put it in terms of a splitting:

- `gaussianTail_no_amplitude` says that $G/L_{p,k}$ does not tend to any $A \neq 0$.
- `relative_error_tendsto` takes any real function $J$ with $J/L_{p,k} \to A \neq 0$ and concludes that $(G-J)/J \to -1$.

The limit $-1$ means that the Gaussian sum eventually misses practically the whole splitting. The assumption on $J$ carries the physics of the asymptotic law; it is not derived from a Hamiltonian. These four theorems concern limits only and give no distance at which a particular fit becomes poor.

## One Gaussian term against the exponential

Consider a single term $R^n e^{-aR^2}$ with $a > 0$. Its ratio to the exchange law is, for $R > 0$,

$$\frac{R^n e^{-aR^2}}{R^p e^{-kR}} = R^{n-p}\, e^{-aR^2 + kR}.$$

Let $R$ also satisfy $R \ge (k+1)/a$. Then $aR \ge k+1$, and multiplication by $R$ gives $aR^2 \ge (k+1)R$. Hence

$$-aR^2 + kR \le -R,$$

and so

$$0 \le \frac{R^n e^{-aR^2}}{R^p e^{-kR}} \le R^{n-p} e^{-R}.$$

The right-hand side tends to zero. To see this, choose a natural number $m \ge n-p$. The exponential series gives $e^R \ge R^{m+1}/(m+1)!$, so for $R \ge 1$

$$R^{n-p} e^{-R} \le R^m\,\frac{(m+1)!}{R^{m+1}} = \frac{(m+1)!}{R} \longrightarrow 0 .$$

The ratio is squeezed between zero and a function that vanishes, so it vanishes too.

## From one term to the relative error

Division distributes over the finite sum:

$$\frac{G(R)}{L_{p,k}(R)} = \sum_{i \in s} c_i\,\frac{R^{n_i} e^{-a_i R^2}}{L_{p,k}(R)} .$$

Each summand tends to $c_i \cdot 0 = 0$, and a finite sum of such terms tends to zero. Setting $p = 5/2$ and $k = 2$ gives the hydrogen case. Since a limit is unique, the same ratio cannot tend to a nonzero $A$.

Now let $J/L_{p,k} \to A \neq 0$. At large $R$ this ratio is close to $A$, so $J(R) \neq 0$ there, and

$$\frac{G-J}{J} = \frac{G/L_{p,k}}{J/L_{p,k}} - 1 \longrightarrow \frac{0}{A} - 1 = -1 .$$

## A zero exponent reverses the conclusion

The condition $a_i > 0$ is needed. Take one term with $c = 1$, $n = 0$ and $a = 0$, so that $G(R) = 1$. Then

$$\frac{G(R)}{R^{5/2} e^{-2R}} = \frac{e^{2R}}{R^{5/2}} \longrightarrow \infty .$$

A nonzero constant offset added to a Gaussian sum with positive exponents also makes the ratio diverge, to $+\infty$ or $-\infty$ according to the sign of the offset. The theorem `zero_exponent_diverges` covers every power $R^n$ and every law with $k > 0$, through the identity $R^n/L_{p,k}(R) = e^{kR}/R^{p-n}$ for $R > 0$.

## Agreement at a chosen distance

The failure at infinity does not prevent good agreement nearby. Let $R_0 > 0$ with $kR_0 > p$. The logarithmic slope of the exchange law at $R_0$ is $p/R_0 - k$, which is negative, and that of $c\,e^{-aR^2}$ is $-2aR_0$. They are equal when

$$a = \frac{kR_0 - p}{2R_0^2} > 0 .$$

The choice $c = L_{p,k}(R_0)\, e^{aR_0^2}$ then makes the values equal, and with them the slopes. For hydrogen this works at every $R_0 > 5/4$, where the law is already decreasing. In `local_gaussian_match`, equality of slopes is expressed by saying that the difference of the two functions has derivative zero at $R_0$.

## The same limit in little-o form

The main result could also have been written as $G = o(L_{p,k})$, for which Mathlib has its own notation. Because $L_{p,k}$ is positive for $R > 0$, this is equivalent to the limit of the ratio. The little-o form would avoid the division and combine directly with other asymptotic estimates. The ratio form has the advantage that the amplitude $A$ appears as a limit of the same kind, so the Gaussian sum and the splitting can be compared by dividing one limit by the other.

## The Lean file

```lean
import Mathlib

open Filter Topology

namespace GaussianExchangeTail

noncomputable section

/-- A finite sum of Gaussian terms `c_i R^(n_i) exp(-a_i R²)` in the internuclear distance `R`. -/
def gaussianTail {ι : Type*} (s : Finset ι) (c : ι → ℝ) (n : ι → ℕ) (a : ι → ℝ)
    (R : ℝ) : ℝ :=
  ∑ i ∈ s, c i * (R ^ n i * Real.exp (-a i * R ^ 2))

/-- The exchange law `R^p exp(-k R)`, a power of the distance times an exponential. -/
def exchangeTail (p k R : ℝ) : ℝ := R ^ p * Real.exp (-k * R)

/-- The exchange law is positive at every positive distance. -/
theorem exchangeTail_pos (p k : ℝ) {R : ℝ} (hR : 0 < R) : 0 < exchangeTail p k R :=
  mul_pos (Real.rpow_pos_of_pos hR p) (Real.exp_pos _)

/-- A single Gaussian term with positive exponent, divided by the exchange law, tends to zero
at large distance. -/
theorem single_gaussian_div_exchange (n : ℕ) {a : ℝ} (ha : 0 < a) (p k : ℝ) :
    Tendsto (fun R : ℝ => R ^ n * Real.exp (-a * R ^ 2) / exchangeTail p k R)
      atTop (𝓝 0) := by
  refine squeeze_zero' ?_ ?_
    (tendsto_rpow_mul_exp_neg_mul_atTop_nhds_zero ((n : ℝ) - p) 1 one_pos)
  · filter_upwards [eventually_gt_atTop (0 : ℝ)] with R hR
    have := exchangeTail_pos p k hR
    positivity
  · filter_upwards [eventually_gt_atTop (0 : ℝ), eventually_ge_atTop ((k + 1) / a)]
      with R hR hRk
    rw [div_le_iff₀ (exchangeTail_pos p k hR)]
    -- beyond R = (k+1)/a the quadratic exponent beats the linear one
    have h1 : k + 1 ≤ R * a := (div_le_iff₀ ha).mp hRk
    have h2 : -a * R ^ 2 ≤ -1 * R + -k * R := by
      nlinarith [mul_le_mul_of_nonneg_right h1 hR.le]
    have h3 : R ^ ((n : ℝ) - p) * R ^ p = R ^ n := by
      rw [← Real.rpow_add hR, sub_add_cancel, Real.rpow_natCast]
    calc R ^ n * Real.exp (-a * R ^ 2)
        ≤ R ^ n * Real.exp (-1 * R + -k * R) :=
          mul_le_mul_of_nonneg_left (Real.exp_le_exp.mpr h2) (by positivity)
      _ = R ^ ((n : ℝ) - p) * Real.exp (-1 * R) * exchangeTail p k R := by
          rw [Real.exp_add, ← h3, exchangeTail]
          ring

/-- Any finite sum of Gaussian terms with positive exponents, divided by `R^p exp(-k R)`,
tends to zero at large distance. -/
theorem gaussianTail_div_exchange {ι : Type*} (s : Finset ι) (c : ι → ℝ) (n : ι → ℕ)
    (a : ι → ℝ) (ha : ∀ i ∈ s, 0 < a i) (p k : ℝ) :
    Tendsto (fun R => gaussianTail s c n a R / exchangeTail p k R) atTop (𝓝 0) := by
  have h := tendsto_finsetSum s (fun i hi =>
    (single_gaussian_div_exchange (n i) (ha i hi) p k).const_mul (c i))
  simp only [mul_zero, Finset.sum_const_zero] at h
  refine h.congr (fun R => ?_)
  rw [gaussianTail, Finset.sum_div]
  exact Finset.sum_congr rfl (fun i _ => (mul_div_assoc _ _ _).symm)

/-- Any finite sum of Gaussian terms with positive exponents, divided by the hydrogen exchange
law `R^(5/2) exp(-2R)`, tends to zero at large distance. -/
theorem gaussianTail_div_hydrogen {ι : Type*} (s : Finset ι) (c : ι → ℝ) (n : ι → ℕ)
    (a : ι → ℝ) (ha : ∀ i ∈ s, 0 < a i) :
    Tendsto (fun R : ℝ => gaussianTail s c n a R / (R ^ (5 / 2 : ℝ) * Real.exp (-2 * R)))
      atTop (𝓝 0) :=
  gaussianTail_div_exchange s c n a ha (5 / 2) 2

/-- A finite Gaussian sum with positive exponents does not follow the exchange law with any
nonzero amplitude `A`. -/
theorem gaussianTail_no_amplitude {ι : Type*} (s : Finset ι) (c : ι → ℝ) (n : ι → ℕ)
    (a : ι → ℝ) (ha : ∀ i ∈ s, 0 < a i) (p k : ℝ) {A : ℝ} (hA : A ≠ 0) :
    ¬ Tendsto (fun R => gaussianTail s c n a R / exchangeTail p k R) atTop (𝓝 A) :=
  fun h => hA (tendsto_nhds_unique h (gaussianTail_div_exchange s c n a ha p k))

/-- If a splitting `J` follows the exchange law with nonzero amplitude `A`, the relative error
of any finite Gaussian sum with positive exponents tends to `-1` at large distance. -/
theorem relative_error_tendsto {ι : Type*} (s : Finset ι) (c : ι → ℝ) (n : ι → ℕ)
    (a : ι → ℝ) (ha : ∀ i ∈ s, 0 < a i) (p k : ℝ) {J : ℝ → ℝ} {A : ℝ} (hA : A ≠ 0)
    (hJ : Tendsto (fun R => J R / exchangeTail p k R) atTop (𝓝 A)) :
    Tendsto (fun R => (gaussianTail s c n a R - J R) / J R) atTop (𝓝 (-1)) := by
  have h := ((gaussianTail_div_exchange s c n a ha p k).div hJ hA).sub_const 1
  rw [zero_div, zero_sub] at h
  refine h.congr' ?_
  -- the amplitude is nonzero, so J itself is nonzero at large distance
  filter_upwards [eventually_gt_atTop (0 : ℝ), hJ.eventually_ne hA] with R hR hne
  have hJR : J R ≠ 0 := fun h0 => hne (by rw [h0, zero_div])
  have hE := (exchangeTail_pos p k hR).ne'
  simp only [Pi.div_apply]
  rw [div_div_div_cancel_right₀ hE, sub_div, div_self hJR]

/-- With the Gaussian exponent set to zero, the remaining power `R^n` divided by a decaying
exchange law grows without bound. -/
theorem zero_exponent_diverges (n : ℕ) (p : ℝ) {k : ℝ} (hk : 0 < k) :
    Tendsto (fun R : ℝ => R ^ n / exchangeTail p k R) atTop atTop := by
  refine (tendsto_exp_mul_div_rpow_atTop (p - n) k hk).congr' ?_
  filter_upwards [eventually_gt_atTop (0 : ℝ)] with R hR
  have hp : R ^ p ≠ 0 := (Real.rpow_pos_of_pos hR p).ne'
  have he : Real.exp (k * R) * Real.exp (-k * R) = 1 := by
    rw [← Real.exp_add, neg_mul, add_neg_cancel, Real.exp_zero]
  rw [Real.rpow_sub hR, Real.rpow_natCast, div_div_eq_mul_div,
    div_eq_div_iff hp (exchangeTail_pos p k hR).ne', exchangeTail]
  linear_combination (R ^ n * R ^ p) * he

/-- At a distance `R₀ > 0` with `k R₀ > p`, one Gaussian with positive exponent has the same
value and the same slope as the exchange law. -/
theorem local_gaussian_match (p k : ℝ) {R₀ : ℝ} (hR : 0 < R₀) (hp : p < k * R₀) :
    ∃ a c : ℝ, 0 < a ∧ c * Real.exp (-a * R₀ ^ 2) = exchangeTail p k R₀ ∧
      HasDerivAt (fun R => c * Real.exp (-a * R ^ 2) - exchangeTail p k R) 0 R₀ := by
  obtain ⟨a, ha⟩ : ∃ a, a = (k * R₀ - p) / (2 * R₀ ^ 2) := ⟨_, rfl⟩
  obtain ⟨c, hc⟩ : ∃ c, c = exchangeTail p k R₀ * Real.exp (a * R₀ ^ 2) := ⟨_, rfl⟩
  have hapos : 0 < a := by
    rw [ha]
    exact div_pos (sub_pos.mpr hp) (by positivity)
  have hv : c * Real.exp (-a * R₀ ^ 2) = exchangeTail p k R₀ := by
    rw [hc, mul_assoc, ← Real.exp_add, neg_mul, add_neg_cancel, Real.exp_zero, mul_one]
  -- the exponent is chosen so that the logarithmic slopes agree
  have hslope : -a * (2 * R₀) = p / R₀ - k := by
    rw [ha]
    field_simp
    ring
  have hg : HasDerivAt (fun R : ℝ => c * Real.exp (-a * R ^ 2))
      (c * (Real.exp (-a * R₀ ^ 2) * (-a * (2 * R₀)))) R₀ := by
    have h := (((hasDerivAt_pow 2 R₀).const_mul (-a)).exp).const_mul c
    exact h.congr_deriv (by simp)
  have hs : HasDerivAt (fun R => exchangeTail p k R)
      (exchangeTail p k R₀ * (p / R₀ - k)) R₀ := by
    have h1 := Real.hasDerivAt_rpow_const (p := p) (Or.inl hR.ne')
    have h2 := ((hasDerivAt_id R₀).const_mul (-k)).exp
    refine (h1.mul h2).congr_deriv ?_
    simp only [exchangeTail, id_eq]
    rw [Real.rpow_sub_one hR.ne']
    ring
  refine ⟨a, c, hapos, hv, (hg.fun_sub hs).congr_deriv ?_⟩
  linear_combination (-a * (2 * R₀)) * hv + exchangeTail p k R₀ * hslope

end

end GaussianExchangeTail
```

```lean
#print axioms GaussianExchangeTail.gaussianTail_div_hydrogen
#print axioms GaussianExchangeTail.relative_error_tendsto
#print axioms GaussianExchangeTail.zero_exponent_diverges
#print axioms GaussianExchangeTail.local_gaussian_match
```

```
'GaussianExchangeTail.gaussianTail_div_hydrogen' depends on axioms: [propext, Classical.choice, Quot.sound]
'GaussianExchangeTail.relative_error_tendsto' depends on axioms: [propext, Classical.choice, Quot.sound]
'GaussianExchangeTail.zero_exponent_diverges' depends on axioms: [propext, Classical.choice, Quot.sound]
'GaussianExchangeTail.local_gaussian_match' depends on axioms: [propext, Classical.choice, Quot.sound]
```

## How the Lean proof follows the estimate

**Single term.** `exchangeTail_pos` records that the exchange law is positive for $R > 0$, which permits multiplication of an inequality by the denominator. In `single_gaussian_div_exchange`, the tactic step `squeeze_zero'` sets up the squeeze. Its upper function is $R^{n-p} e^{-R}$, whose limit comes from a Mathlib lemma in place of the series estimate above. The two remaining goals are the lower and the upper bound, and each is needed only at large $R$. The calls to `filter_upwards` introduce the conditions $R > 0$ and $R \ge (k+1)/a$.

Within the upper bound, `h1` is $k+1 \le Ra$ and `h2` is the comparison of exponents, obtained by `nlinarith` from `h1` multiplied by $R$. The equation `h3` is $R^{n-p} R^p = R^n$, which links the real powers to the natural one. The `calc` block then applies the monotonicity of the exponential and splits $e^{-R-kR}$ into its two factors.

**Finite sum.** `gaussianTail_div_exchange` multiplies each single-term limit by $c_i$ and adds the limits with `tendsto_finsetSum`. The rest of the proof identifies the sum of ratios with the ratio of the sum. `gaussianTail_div_hydrogen` inserts the values $5/2$ and $2$.

**Amplitude and error.** `gaussianTail_no_amplitude` is the uniqueness of limits, `tendsto_nhds_unique`. In `relative_error_tendsto`, the term `h` divides the limit for $G$ by the limit for $J$ and subtracts one. The step `h.congr'` asks for the algebraic identity only at large $R$. There `hJ.eventually_ne hA` shows that the ratio $J/L_{p,k}$ is nonzero, from which `hJR` deduces $J(R) \neq 0$. The common denominator then cancels.

**Zero exponent.** `zero_exponent_diverges` starts from the Mathlib limit $e^{kR}/R^{p-n} \to \infty$. The equation `he`, which is $e^{kR} e^{-kR} = 1$, turns this expression into the required ratio.

**Local match.** `local_gaussian_match` introduces $a$ and $c$ by the formulas derived above. The equation `hv` is the equality of values, and `hslope` is the equality of logarithmic slopes. The derivatives of the Gaussian and of the exchange law are `hg` and `hs`. The last line combines `hv` and `hslope` to show that the difference of these derivatives is zero.
